# The Hückel π energy of benzene is minimised by exactly one bond-order matrix

Benzene's six π electrons fill three orbitals in pairs, and the problem is to find their lowest Hückel energy and the bond orders that go with it; the occupied orbitals enter here only through their density matrix, not one by one. If the columns of a real $6\times3$ matrix $C$ are orthonormal occupied orbitals, then $P=CC^{\mathsf T}$ satisfies

$$P^{\mathsf T}=P,\qquad P^2=P,\qquad \operatorname{tr}P=3,$$

and every real $P$ with these properties arises in this way. In Lean they are the hypotheses `P.IsSymm`, `P * P = P` and `P.trace = 3`. Many textbooks use the letter $P$ for the doubly occupied matrix, which is $2P$ here. Its diagonal holds the π populations and its off-diagonal entries are the bond orders.

The competing states are closed-shell, with real orbitals on six orthonormal sites. The model of independent electrons on a ring with equal bonds is assumed here, not derived from benzene's interacting π electrons.

```lean
import Mathlib

open Matrix

namespace BenzeneBondOrders

noncomputable section
```

## The ring and its matrices

The sites are numbered 0 to 5, as in `Fin 6`, and the ring distance is the number of bonds on the shorter way round. The matrix $A$ has a 1 for each pair of neighbours.

```lean
/-- The adjacency matrix of the six-membered carbon ring. -/
def adjacency : Matrix (Fin 6) (Fin 6) ℝ :=
  !![0, 1, 0, 0, 0, 1;
     1, 0, 1, 0, 0, 0;
     0, 1, 0, 1, 0, 0;
     0, 0, 1, 0, 1, 0;
     0, 0, 0, 1, 0, 1;
     1, 0, 0, 0, 1, 0]
```

The candidate for $2P$ is called $R$. Despite its Lean name, `bondOrder` also contains the populations, on its diagonal.

```lean
/-- The matrix with entries 1, 2/3, 0, -1/3 at ring distances 0, 1, 2, 3. -/
def bondOrder : Matrix (Fin 6) (Fin 6) ℝ :=
  !![1, 2/3, 0, -1/3, 0, 2/3;
     2/3, 1, 2/3, 0, -1/3, 0;
     0, 2/3, 1, 2/3, 0, -1/3;
     -1/3, 0, 2/3, 1, 2/3, 0;
     0, -1/3, 0, 2/3, 1, 2/3;
     2/3, 0, -1/3, 0, 2/3, 1]
```

The candidate density matrix $Q$ is half of $R$. The name `groundProjector` anticipates what parts (b) and (m) prove.

```lean
/-- Half the bond-order matrix: the density matrix per spin. -/
def groundProjector : Matrix (Fin 6) (Fin 6) ℝ := (1 / 2 : ℝ) • bondOrder
```

The matrix $B$ replaces each amplitude by the mean over the three alternate sites to which it belongs.

```lean
/-- The matrix that averages an orbital over each of the two sets of alternate sites. -/
def sublatticeProjector : Matrix (Fin 6) (Fin 6) ℝ :=
  !![1/3, 0, 1/3, 0, 1/3, 0;
     0, 1/3, 0, 1/3, 0, 1/3;
     1/3, 0, 1/3, 0, 1/3, 0;
     0, 1/3, 0, 1/3, 0, 1/3;
     1/3, 0, 1/3, 0, 1/3, 0;
     0, 1/3, 0, 1/3, 0, 1/3]
```

The Hamiltonian is $H=\alpha 1+\beta A$, where $\alpha$ is the energy of an electron on any one carbon and $\beta$ couples neighbours.

```lean
/-- The Hückel Hamiltonian of the ring with site energy `α` and resonance integral `β`. -/
def huckel (α β : ℝ) : Matrix (Fin 6) (Fin 6) ℝ :=
  α • (1 : Matrix (Fin 6) (Fin 6) ℝ) + β • adjacency
```

## (a) Entries of the candidate

Express the entries of $Q$ through those of $R$:

$$Q_{ij}=\tfrac12R_{ij}.$$

This is the definition read entry by entry. At ring distances 0, 1, 2, 3 it gives $\tfrac12,\tfrac13,0,-\tfrac16$.

```lean
private lemma groundProjector_apply (i j : Fin 6) :
    groundProjector i j = 1 / 2 * bondOrder i j := by
  rw [groundProjector, Matrix.smul_apply, smul_eq_mul]
```

## (b) Three occupied orbitals

Show that $Q$ is an admissible density matrix:

$$Q^{\mathsf T}=Q,\qquad Q^2=Q,\qquad \operatorname{tr}Q=3.$$

Symmetry holds because the entries depend only on ring distance. For the square, sum over the intermediate site. The entries of $Q^2$ at distances 0 to 3 are

$$\begin{aligned}
&\tfrac14+\tfrac19+\tfrac19+\tfrac1{36}=\tfrac12, &&\tfrac16+\tfrac16=\tfrac13,\\
&\tfrac19-\tfrac1{18}-\tfrac1{18}=0, &&-\tfrac1{12}-\tfrac1{12}=-\tfrac16.
\end{aligned}$$

The trace is $6\cdot\tfrac12=3$. Lean does not use the ring symmetry: `fin_cases` runs through all index pairs and `norm_num` does the fractions.

```lean
/-- Half the bond-order matrix is a symmetric projector onto three orbitals. -/
theorem groundProjector_isProjector : groundProjector.IsSymm ∧
    groundProjector * groundProjector = groundProjector ∧ groundProjector.trace = 3 := by
  refine ⟨Matrix.IsSymm.ext fun i j => ?_, ?_, ?_⟩
  · simp only [groundProjector_apply]
    fin_cases i <;> fin_cases j <;> simp [bondOrder]
  · ext i j
    simp only [Matrix.mul_apply, Fin.sum_univ_six, groundProjector_apply]
    fin_cases i <;> fin_cases j <;> simp [bondOrder] <;> norm_num
  · simp only [Matrix.trace, Matrix.diag_apply, Fin.sum_univ_six, groundProjector_apply]
    simp [bondOrder]
    norm_num
```

## (c) Averaging twice

Show that

$$B^{\mathsf T}=B,\qquad B^2=B.$$

$B_{ij}$ is $\tfrac13$ when $i$ and $j$ have the same parity and 0 otherwise, which is symmetric. For equal parity, $(B^2)_{ij}$ has three terms $\tfrac19$, with sum $\tfrac13$; for opposite parity every term vanishes.

```lean
private lemma sublattice_isProjector : sublatticeProjectorᵀ = sublatticeProjector ∧
    sublatticeProjector * sublatticeProjector = sublatticeProjector := by
  constructor
  · ext i j
    rw [Matrix.transpose_apply]
    fin_cases i <;> fin_cases j <;> simp [sublatticeProjector]
  · ext i j
    simp only [Matrix.mul_apply, Fin.sum_univ_six]
    fin_cases i <;> fin_cases j <;> simp [sublatticeProjector] <;> norm_num
```

## (d) Averaging commutes with the candidate

Show that

$$BQ=QB.$$

$(BQ)_{ij}$ is one third of the sum of $Q_{kj}$ over the sites $k$ with the parity of $i$. If $j$ has the same parity, the sum is $\tfrac12+0+0$; if not, it is $\tfrac13+\tfrac13-\tfrac16$. Both equal $\tfrac12$, so every entry of $BQ$ is $\tfrac16$. This matrix is symmetric, hence $BQ=(BQ)^{\mathsf T}=QB$.

```lean
private lemma sublattice_comm :
    sublatticeProjector * groundProjector = groundProjector * sublatticeProjector := by
  ext i j
  simp only [Matrix.mul_apply, Fin.sum_univ_six, groundProjector_apply]
  fin_cases i <;> fin_cases j <;> simp [sublatticeProjector, bondOrder] <;> norm_num
```

## (e) A trace for later use

Show that

$$\operatorname{tr}(QB)=1.$$

By (d) the six diagonal entries are all $\tfrac16$.

```lean
private lemma trace_ground_sublattice :
    (groundProjector * sublatticeProjector).trace = 1 := by
  simp only [Matrix.trace, Matrix.diag_apply, Matrix.mul_apply, Fin.sum_univ_six,
    groundProjector_apply]
  simp [sublatticeProjector, bondOrder]
  norm_num
```

## (f) The adjacency matrix from two projectors

Show that

$$A=2Q-1+2QB-B.$$

At distances 0 to 3 the right-hand side is

$$1-1+\tfrac13-\tfrac13=0,\quad \tfrac23+\tfrac13=1,\quad \tfrac13-\tfrac13=0,\quad -\tfrac13+\tfrac13=0,$$

as required. In factored form, $A=(2Q-1)(1+B)$: the first factor gives the signs of the orbital eigenvalues $\pm1,\pm2$ and the second their sizes.

```lean
/-- The adjacency matrix written through the density matrix and the sublattice average. -/
theorem adjacency_eq : adjacency = (2 : ℝ) • groundProjector - 1 +
    (2 : ℝ) • (groundProjector * sublatticeProjector) - sublatticeProjector := by
  ext i j
  simp only [Matrix.sub_apply, Matrix.add_apply, Matrix.smul_apply, smul_eq_mul,
    Matrix.mul_apply, Fin.sum_univ_six, groundProjector_apply]
  fin_cases i <;> fin_cases j <;>
    simp [adjacency, sublatticeProjector, bondOrder] <;> norm_num
```

## (g) The shortfall is quadratic

Let $P^2=P$ and $D=P-Q$. Show that

$$4-\operatorname{tr}(PA)=\operatorname{tr}(D^2)+\operatorname{tr}(D^2B).$$

Since $P$ and $Q$ are idempotent, $D^2=P+Q-PQ-QP$. Therefore

$$\operatorname{tr}(D^2)=\operatorname{tr}P+3-2\operatorname{tr}(PQ).$$

Cyclicity and (d) give $\operatorname{tr}(QPB)=\operatorname{tr}(PBQ)=\operatorname{tr}(PQB)$, so with (e)

$$\operatorname{tr}(D^2B)=\operatorname{tr}(PB)+1-2\operatorname{tr}(PQB).$$

By (f), the sum of the two lines is $4-\operatorname{tr}(PA)$. In Lean, `hD` is the expansion of $D^2$, `h1` and `h2` are the two uses of cyclicity, and `linarith` adds up the traces. Neither the symmetry of $P$ nor its trace is used.

```lean
/-- For any idempotent `P`, the shortfall of `tr(PA)` from 4 is quadratic in the deviation
of `P` from half the bond-order matrix. -/
theorem deficit_eq (P : Matrix (Fin 6) (Fin 6) ℝ) (hP : P * P = P) :
    4 - (P * adjacency).trace =
      ((P - groundProjector) * (P - groundProjector)).trace +
      ((P - groundProjector) * (P - groundProjector) * sublatticeProjector).trace := by
  obtain ⟨-, hQ, hQ3⟩ := groundProjector_isProjector
  have hD : (P - groundProjector) * (P - groundProjector) =
      P + groundProjector - P * groundProjector - groundProjector * P := by
    rw [sub_mul, mul_sub, mul_sub, hP, hQ]
    abel
  -- cyclicity of the trace (with `sublattice_comm` in `h2`) identifies the cross terms
  have h1 := Matrix.trace_mul_comm groundProjector P
  have h2 : (groundProjector * P * sublatticeProjector).trace =
      (P * groundProjector * sublatticeProjector).trace := by
    rw [← Matrix.trace_mul_cycle P sublatticeProjector groundProjector,
      Matrix.mul_assoc P sublatticeProjector groundProjector, sublattice_comm,
      Matrix.mul_assoc P groundProjector sublatticeProjector]
  have h3 := trace_ground_sublattice
  rw [hD, adjacency_eq]
  simp only [Matrix.mul_sub, Matrix.mul_add, Matrix.mul_smul, Matrix.mul_one,
    Matrix.sub_mul, Matrix.add_mul, Matrix.trace_sub, Matrix.trace_add,
    Matrix.trace_smul, smul_eq_mul, ← Matrix.mul_assoc]
  linarith
```

## (h) A trace as a sum of squares

For any real $6\times6$ matrix $X$, show that

$$\operatorname{tr}(X^{\mathsf T}X)=\sum_{i,j}X_{ij}^2.$$

The $j$-th diagonal entry of $X^{\mathsf T}X$ is $\sum_iX_{ij}X_{ij}$. Sum over $j$ and exchange the sums, which is `Finset.sum_comm`.

```lean
private lemma trace_transpose_mul (X : Matrix (Fin 6) (Fin 6) ℝ) :
    (Xᵀ * X).trace = ∑ i, ∑ j, X i j ^ 2 := by
  simp only [Matrix.trace, Matrix.diag_apply, Matrix.mul_apply, Matrix.transpose_apply]
  rw [Finset.sum_comm]
  simp only [sq]
```

## (i) The weighted term has a sign

For symmetric $D$, show that

$$\operatorname{tr}(D^2B)\ge0.$$

Take $X=DB$ in (h). Then $X^{\mathsf T}X=BD^2B$, and cyclicity with $B^2=B$ gives

$$\operatorname{tr}(BD^2B)=\operatorname{tr}(D^2B^2)=\operatorname{tr}(D^2B).$$

The left-hand side is a sum of squares. The long `rw` carries out these replacements inside the identity from (h).

```lean
private lemma trace_sublattice_nonneg (D : Matrix (Fin 6) (Fin 6) ℝ) (hD : Dᵀ = D) :
    0 ≤ (D * D * sublatticeProjector).trace := by
  obtain ⟨hs, hi⟩ := sublattice_isProjector
  have h := trace_transpose_mul (D * sublatticeProjector)
  have e : sublatticeProjector * D * (D * sublatticeProjector) =
      sublatticeProjector * (D * D * sublatticeProjector) := by
    simp only [Matrix.mul_assoc]
  rw [Matrix.transpose_mul, hs, hD, e, Matrix.trace_mul_comm,
    Matrix.mul_assoc (D * D), hi] at h
  rw [h]
  positivity
```

## (j) Distance from the optimum

For symmetric idempotent $P$, show that

$$2\sum_{i,j}(P_{ij}-Q_{ij})^2\le 8-2\operatorname{tr}(PA).$$

The difference $D=P-Q$ is symmetric, so (h) gives $\operatorname{tr}(D^2)=\sum_{i,j}D_{ij}^2$. Double the identity in (g) and drop the term that (i) shows to be non-negative. A state for which $2\operatorname{tr}(PA)$ is close to 8 therefore has a density matrix close to $Q$.

```lean
/-- For a symmetric idempotent `P`, the shortfall of `2 tr(PA)` from 8 is at least twice the
summed squared deviation of `P` from half the bond-order matrix. -/
theorem deviation_le_deficit (P : Matrix (Fin 6) (Fin 6) ℝ) (hS : P.IsSymm)
    (hP : P * P = P) :
    2 * ∑ i, ∑ j, (P i j - groundProjector i j) ^ 2 ≤ 8 - 2 * (P * adjacency).trace := by
  have hD : (P - groundProjector)ᵀ = P - groundProjector := by
    rw [Matrix.transpose_sub, hS.eq, groundProjector_isProjector.1.eq]
  have h1 := trace_transpose_mul (P - groundProjector)
  rw [hD] at h1
  simp only [Matrix.sub_apply] at h1
  have h2 := trace_sublattice_nonneg _ hD
  have h3 := deficit_eq P hP
  linarith
```

## (k) The bound and its only maximiser

For symmetric idempotent $P$, show that

$$2\operatorname{tr}(PA)\le8,\qquad 2\operatorname{tr}(PA)=8\iff 2P=R.$$

The left-hand side of (j) is non-negative, which gives the bound. If equality holds, the sum of squares is zero, so each square is zero and $P=Q$. Conversely, $2P=R$ means $D=0$, and (g) gives $\operatorname{tr}(PA)=4$.

The two uses of `Finset.single_le_sum` bound one square by its row and the row by the whole sum. No electron count is assumed: the bound holds for any number of occupied orbitals, and equality itself forces three.

```lean
/-- For every real symmetric idempotent `P`, `2 tr(PA)` is at most 8, with equality exactly
when `2P` has entries 1, 2/3, 0, -1/3 at ring distances 0, 1, 2, 3. -/
theorem bond_sum_le_eight (P : Matrix (Fin 6) (Fin 6) ℝ) (hS : P.IsSymm)
    (hP : P * P = P) :
    2 * (P * adjacency).trace ≤ 8 ∧
      (2 * (P * adjacency).trace = 8 ↔ (2 : ℝ) • P = bondOrder) := by
  have h := deviation_le_deficit P hS hP
  have h0 : 0 ≤ ∑ i, ∑ j, (P i j - groundProjector i j) ^ 2 := by positivity
  refine ⟨by linarith, fun he => ?_, fun he => ?_⟩
  · -- a vanishing shortfall forces every entry to agree
    have hPQ : P = groundProjector := by
      ext i j
      have h1 := Finset.single_le_sum (f := fun j => (P i j - groundProjector i j) ^ 2)
        (fun _ _ => sq_nonneg _) (Finset.mem_univ j)
      have h2 := Finset.single_le_sum
        (f := fun i => ∑ j, (P i j - groundProjector i j) ^ 2)
        (fun _ _ => Finset.sum_nonneg fun _ _ => sq_nonneg _) (Finset.mem_univ i)
      have h3 : (P i j - groundProjector i j) ^ 2 = 0 :=
        le_antisymm (by linarith) (sq_nonneg _)
      exact sub_eq_zero.mp (pow_eq_zero_iff two_ne_zero |>.mp h3)
    rw [hPQ, groundProjector, smul_smul]
    norm_num
  · have hPQ : P = groundProjector := by
      rw [groundProjector, ← he, smul_smul]
      norm_num
    have h1 := deficit_eq P hP
    rw [hPQ, sub_self, Matrix.zero_mul, Matrix.zero_mul, Matrix.trace_zero] at h1
    rw [hPQ]
    linarith
```

## (l) The maximum for six electrons

Show that

$$\max\{\,2\operatorname{tr}(PA): P^{\mathsf T}=P,\ P^2=P,\ \operatorname{tr}P=3\,\}=8.$$

By (b), $Q$ belongs to the admissible set, and by (k) it gives the value 8. Part (k) also bounds every other member. `IsGreatest` states just these two facts: 8 is a value in the set, and no value exceeds it.

```lean
/-- Among real symmetric idempotents of trace 3, the largest value of `2 tr(PA)` is 8. -/
theorem isGreatest_bond_sum :
    IsGreatest {x : ℝ | ∃ P : Matrix (Fin 6) (Fin 6) ℝ, P.IsSymm ∧ P * P = P ∧
      P.trace = 3 ∧ 2 * (P * adjacency).trace = x} 8 := by
  constructor
  · obtain ⟨hS, hP, h3⟩ := groundProjector_isProjector
    refine ⟨groundProjector, hS, hP, h3, (bond_sum_le_eight _ hS hP).2.mpr ?_⟩
    rw [groundProjector, smul_smul]
    norm_num
  · rintro x ⟨P, hS, hP, -, rfl⟩
    exact (bond_sum_le_eight P hS hP).1
```

## (m) The ground-state energy

Let $\beta<0$, so that amplitudes of equal sign on neighbouring sites lower the energy. For symmetric idempotent $P$ of trace 3, show that

$$2\operatorname{tr}(PH)\ge6\alpha+8\beta,$$

with equality exactly when $2P=R$. The electron count fixes the site term:

$$2\operatorname{tr}(PH)=2\alpha\operatorname{tr}P+2\beta\operatorname{tr}(PA)=6\alpha+\beta\,[2\operatorname{tr}(PA)].$$

The bracket is at most 8, and multiplication by the negative $\beta$ reverses the inequality. Since $\beta\ne0$, the energy equals $6\alpha+8\beta$ only if the bracket equals 8, and (k) identifies $P$. Here `hE` is the displayed identity and `mul_le_mul_of_nonpos_left` is the reversal.

```lean
/-- For `β < 0` and three doubly occupied real orbitals, the Hückel energy is at least
`6α + 8β`, with equality exactly when `2P` is the bond-order matrix. -/
theorem huckel_energy_ge (α β : ℝ) (hβ : β < 0) (P : Matrix (Fin 6) (Fin 6) ℝ)
    (hS : P.IsSymm) (hP : P * P = P) (h3 : P.trace = 3) :
    6 * α + 8 * β ≤ 2 * (P * huckel α β).trace ∧
      (2 * (P * huckel α β).trace = 6 * α + 8 * β ↔ (2 : ℝ) • P = bondOrder) := by
  obtain ⟨hle, hiff⟩ := bond_sum_le_eight P hS hP
  -- the electron count fixes the site-energy term
  have hE : 2 * (P * huckel α β).trace =
      6 * α + β * (2 * (P * adjacency).trace) := by
    simp only [huckel, Matrix.mul_add, Matrix.mul_smul, Matrix.mul_one,
      Matrix.trace_add, Matrix.trace_smul, smul_eq_mul, h3]
    ring
  rw [hE, ← hiff]
  refine ⟨?_, fun h => ?_, fun h => ?_⟩
  · have := mul_le_mul_of_nonpos_left hle hβ.le
    linarith
  · exact mul_left_cancel₀ hβ.ne (by linarith)
  · rw [h]
    ring

end

end BenzeneBondOrders
```

```lean
#print axioms BenzeneBondOrders.isGreatest_bond_sum
-- 'BenzeneBondOrders.isGreatest_bond_sum' depends on axioms: [propext, Classical.choice, Quot.sound]
#print axioms BenzeneBondOrders.huckel_energy_ge
-- 'BenzeneBondOrders.huckel_energy_ge' depends on axioms: [propext, Classical.choice, Quot.sound]
```

## Bond orders in a Hückel calculation

A Hückel program diagonalises $H$, puts the three lowest orbitals into the columns of $C$ and forms $2P=2CC^{\mathsf T}$. For benzene it prints a population of 1 on each carbon and a π bond order of $\tfrac23$ for each bond. The two degenerate occupied orbitals may come out in any rotated combination, but $CC^{\mathsf T}$ is unchanged.

The same entries give the first-order change of the energy in this non-interacting model when a matrix element of $H$ is varied. If the resonance integral of one bond changes by $\delta\beta$, the Hellmann–Feynman theorem gives a first-order energy change of $2\cdot\tfrac23\,\delta\beta=\tfrac43\,\delta\beta$, because the bond appears twice in the symmetric matrix $H$. This first-order formula is a textbook addition to the checked statements.
